# The two-level Wick determinant of a resolvent as a ratio of secular determinants

## Secular matrix, Green's function and deleted levels

Let $H$ be a complex matrix whose rows and columns are labelled by finitely many levels, such as orthonormal orbitals or sites. At complex energy $z$, the secular matrix is $z-H$, its determinant is $D=\det(z-H)$, and the Green's function is $G=(z-H)^{-1}$. We assume $D\neq 0$: the energy is not an eigenvalue of $H$, so it avoids the poles of $G$.

Write $D_i$ for the secular determinant of $H$ with level $i$ deleted, and $D_{ij}$ for the one with distinct levels $i$ and $j$ deleted. If no levels remain, the determinant is 1.

The combination $G_{ii}G_{jj}-G_{ij}G_{ji}$ has the antisymmetrised form that Wick's theorem gives to a two-particle propagator of non-interacting fermions. Here all factors are taken at the same energy, and the result is matrix algebra: no field operators or expectation values enter.

## Four identities and a zero condition

For any set $S$ of levels, let $G_{SS}$ be the block of $G$ on $S$, and $H_{RR}$ the block of $H$ on the remaining levels $R$. Then

$$D\,\det G_{SS}=\det(z-H_{RR}).$$

This is Jacobi's identity for principal minors, where the same levels label rows and columns. For $i\neq j$ it leads to

$$D\,(G_{ii}G_{jj}-G_{ij}G_{ji})=D_{ij},\qquad D^2G_{ij}G_{ji}=D_iD_j-D\,D_{ij}.$$

The Wick determinant therefore vanishes exactly when $z$ is an eigenvalue of $H$ with both levels deleted. If $H$ is Hermitian and $z=E$ is real, the second identity becomes

$$D^2|G_{ij}|^2=D_iD_j-D\,D_{ij}.$$

For a finite, non-interacting tight-binding or Hückel model, this gives the magnitude of the propagator between two sites, at a real energy off the spectrum, from four determinants.

In Lean, `n` is the finite type of levels, `secular H z` is $z-H$ and `green H z` is $G$. The predicate `p` selects $S$, and `keep A p` is the block of `A` on those levels; deletion is written by negating the predicate. The hypotheses `hz` and `hE` state $D\neq0$, and `hij` states $i\neq j$. Only the modulus formula requires `H.IsHermitian`. Since the energy multiplies the identity matrix, a non-orthogonal basis with an overlap matrix is not covered.

## Comparing two block-triangular determinants

Let $M$ have the columns of $G$ on $S$ and unit columns on $R$. With $S$ listed first,

$$M=\begin{pmatrix}G_{SS}&0\\G_{RS}&1\end{pmatrix},\qquad
(z-H)M=\begin{pmatrix}1&-H_{SR}\\0&z-H_{RR}\end{pmatrix}.$$

The second form holds because $(z-H)G=1$, while a unit column picks out a column of $z-H$. Hence $\det M=\det G_{SS}$ and $\det[(z-H)M]=\det(z-H_{RR})$. Multiplicativity of the determinant gives the general identity.

Taking $S=\{i\}$ gives $D\,G_{ii}=D_i$, and $S=\{i,j\}$ gives the Wick determinant. Since $D\neq0$, the latter vanishes exactly when $D_{ij}=0$, that is, when $(z-H_{RR})v=0$ for some $v\neq0$. This is the eigenvalue condition.

For the off-diagonal product,

$$\begin{aligned}
D^2G_{ij}G_{ji}&=(DG_{ii})(DG_{jj})-D\,[D(G_{ii}G_{jj}-G_{ij}G_{ji})]\\
&=D_iD_j-D\,D_{ij}.
\end{aligned}$$

For Hermitian $H$ and real $E$, the matrix $E-H$ and its inverse are Hermitian. Thus $G_{ji}=\overline{G_{ij}}$, and the product is $|G_{ij}|^2$.

## The identities in Lean

```lean
import Mathlib

open Matrix

namespace WickJacobiMinor

noncomputable section

variable {n : Type*} [Fintype n] [DecidableEq n]

omit [Fintype n] in
/-- The secular matrix `z - H` of a Hamiltonian matrix `H` at complex energy `z`. -/
def secular (H : Matrix n n ℂ) (z : ℂ) : Matrix n n ℂ := z • (1 : Matrix n n ℂ) - H

/-- The Green's function `G(z) = (z - H)⁻¹`, meaningful where `det (z - H) ≠ 0`. -/
def green (H : Matrix n n ℂ) (z : ℂ) : Matrix n n ℂ := (secular H z)⁻¹

omit [Fintype n] [DecidableEq n] in
/-- The block of a matrix on the levels that satisfy `p`; all other rows and columns
are removed. -/
def keep (A : Matrix n n ℂ) (p : n → Prop) : Matrix {k // p k} {k // p k} ℂ :=
  fun a b => A a.1 b.1

omit [Fintype n] in
/-- Removing levels from `z - H` gives the secular matrix of the Hamiltonian with those
levels removed. -/
theorem keep_secular (H : Matrix n n ℂ) (z : ℂ) (p : n → Prop) :
    keep (secular H z) p = secular (keep H p) z := by
  ext a b
  simp [keep, secular, Matrix.one_apply, Subtype.ext_iff]

/-- Jacobi's identity for the Green's function: the determinant of `G` on any set of levels,
times `det (z - H)`, is the secular determinant of `H` with those levels removed. -/
theorem jacobi_minor (H : Matrix n n ℂ) (z : ℂ) (hz : (secular H z).det ≠ 0)
    (p : n → Prop) [DecidablePred p] :
    (secular H z).det * (keep (green H z) p).det
      = (secular (keep H (fun k => ¬ p k)) z).det := by
  have hG : secular H z * green H z = 1 :=
    Matrix.mul_nonsing_inv _ (isUnit_iff_ne_zero.mpr hz)
  -- columns of G on the chosen levels, unit columns elsewhere
  let M : Matrix n n ℂ := fun a b => if p b then green H z a b else (1 : Matrix n n ℂ) a b
  have hcol : ∀ a b, (secular H z * M) a b
      = if p b then (1 : Matrix n n ℂ) a b else secular H z a b := by
    intro a b
    by_cases hb : p b
    · have h := congrFun (congrFun hG a) b
      rw [if_pos hb, ← h, Matrix.mul_apply, Matrix.mul_apply]
      exact Finset.sum_congr rfl (fun k _ => by simp [M, hb])
    · have h : (secular H z * (1 : Matrix n n ℂ)) a b = secular H z a b := by
        rw [Matrix.mul_one]
      rw [if_neg hb, ← h, Matrix.mul_apply, Matrix.mul_apply]
      exact Finset.sum_congr rfl (fun k _ => by simp [M, hb])
  -- M is block triangular; its diagonal blocks are G on the chosen levels and 1
  have hM : M.det = (keep (green H z) p).det := by
    have h := Matrix.twoBlockTriangular_det' M p (by
      intro a ha b hb
      have hab : a ≠ b := fun h => hb (h ▸ ha)
      simp [M, hb, hab])
    have e1 : M.toSquareBlockProp p = keep (green H z) p := by
      ext a b
      change (if p b.1 then green H z a.1 b.1 else (1 : Matrix n n ℂ) a.1 b.1)
        = green H z a.1 b.1
      exact if_pos b.2
    have e2 : M.toSquareBlockProp (fun k => ¬ p k) = 1 := by
      ext a b
      change (if p b.1 then green H z a.1 b.1 else (1 : Matrix n n ℂ) a.1 b.1) = _
      rw [if_neg b.2]
      simp [Matrix.one_apply, Subtype.ext_iff]
    rw [h, e1, e2, Matrix.det_one, mul_one]
  -- (z - H) M is block triangular with diagonal blocks 1 and the reduced z - H
  have hN : (secular H z * M).det = (keep (secular H z) (fun k => ¬ p k)).det := by
    have h := Matrix.twoBlockTriangular_det (secular H z * M) p (by
      intro a ha b hb
      have hab : a ≠ b := fun h => ha (h ▸ hb)
      rw [hcol, if_pos hb, Matrix.one_apply_ne hab])
    have e1 : (secular H z * M).toSquareBlockProp p = 1 := by
      ext a b
      change (secular H z * M) a.1 b.1 = _
      rw [hcol, if_pos b.2]
      simp [Matrix.one_apply, Subtype.ext_iff]
    have e2 : (secular H z * M).toSquareBlockProp (fun k => ¬ p k)
        = keep (secular H z) (fun k => ¬ p k) := by
      ext a b
      change (secular H z * M) a.1 b.1 = secular H z a.1 b.1
      rw [hcol, if_neg b.2]
    rw [h, e1, e2, Matrix.det_one, one_mul]
  rw [← hM, ← Matrix.det_mul, hN, keep_secular]

/-- The determinant of a matrix on two distinct levels is the antisymmetrised product of
its entries. -/
theorem det_keep_pair (A : Matrix n n ℂ) {i j : n} (hij : i ≠ j) :
    (keep A (fun k => k = i ∨ k = j)).det = A i i * A j j - A i j * A j i := by
  let f : Fin 2 → {k // k = i ∨ k = j} := ![⟨i, Or.inl rfl⟩, ⟨j, Or.inr rfl⟩]
  have hf : Function.Bijective f := by
    constructor
    · intro a b h
      fin_cases a <;> fin_cases b <;> simp [f, hij, hij.symm] at h ⊢
    · rintro ⟨k, hk⟩
      rcases hk with hk | hk
      · exact ⟨0, Subtype.ext hk.symm⟩
      · exact ⟨1, Subtype.ext hk.symm⟩
  have hd := Matrix.det_submatrix_equiv_self (Equiv.ofBijective f hf)
    (keep A (fun k => k = i ∨ k = j))
  rw [Matrix.det_fin_two] at hd
  exact hd.symm

/-- The diagonal Green's function `G_ii`, times `det (z - H)`, is the secular determinant
of `H` with level `i` removed. -/
theorem green_diagonal (H : Matrix n n ℂ) (z : ℂ) (hz : (secular H z).det ≠ 0) (i : n) :
    (secular H z).det * green H z i i = (secular (keep H (fun k => ¬ k = i)) z).det := by
  have h1 : (keep (green H z) (fun k => k = i)).det = green H z i i := by
    rw [Matrix.det_unique]
    rfl
  rw [← h1]
  convert jacobi_minor H z hz (fun k => k = i)

/-- The Wick determinant `G_ii G_jj - G_ij G_ji` of two distinct levels, times
`det (z - H)`, is the secular determinant of `H` with levels `i` and `j` removed. -/
theorem wick_determinant (H : Matrix n n ℂ) (z : ℂ) (hz : (secular H z).det ≠ 0)
    {i j : n} (hij : i ≠ j) :
    (secular H z).det * (green H z i i * green H z j j - green H z i j * green H z j i)
      = (secular (keep H (fun k => ¬ (k = i ∨ k = j))) z).det := by
  rw [← det_keep_pair (green H z) hij]
  exact jacobi_minor H z hz (fun k => k = i ∨ k = j)

/-- The Wick determinant of levels `i` and `j` vanishes at `z` exactly when `z` is an
eigenvalue of the Hamiltonian with these two levels removed. -/
theorem wick_zero_iff (H : Matrix n n ℂ) (z : ℂ) (hz : (secular H z).det ≠ 0)
    {i j : n} (hij : i ≠ j) :
    green H z i i * green H z j j - green H z i j * green H z j i = 0
      ↔ ∃ v, v ≠ 0 ∧ keep H (fun k => ¬ (k = i ∨ k = j)) *ᵥ v = z • v := by
  have h := wick_determinant H z hz hij
  have h0 : green H z i i * green H z j j - green H z i j * green H z j i = 0
      ↔ (secular (keep H (fun k => ¬ (k = i ∨ k = j))) z).det = 0 := by
    rw [← h, mul_eq_zero, or_iff_right hz]
  rw [h0, ← Matrix.exists_mulVec_eq_zero_iff]
  refine exists_congr fun v => and_congr_right fun _ => ?_
  rw [secular, Matrix.sub_mulVec, Matrix.smul_mulVec, Matrix.one_mulVec, sub_eq_zero]
  exact eq_comm

/-- The product `G_ij G_ji` of the propagators between two distinct levels is fixed by four
secular determinants: of `H`, of `H` without `i`, without `j`, and without both. -/
theorem transfer_product (H : Matrix n n ℂ) (z : ℂ) (hz : (secular H z).det ≠ 0)
    {i j : n} (hij : i ≠ j) :
    (secular H z).det ^ 2 * (green H z i j * green H z j i)
      = (secular (keep H (fun k => ¬ k = i)) z).det
          * (secular (keep H (fun k => ¬ k = j)) z).det
        - (secular H z).det * (secular (keep H (fun k => ¬ (k = i ∨ k = j))) z).det := by
  rw [← green_diagonal H z hz i, ← green_diagonal H z hz j, ← wick_determinant H z hz hij]
  ring

/-- For a Hermitian Hamiltonian at real energy `E`, four secular determinants (of `H`, of `H`
without `i`, without `j`, and without both) give the squared modulus of the propagator between two
distinct levels. -/
theorem transfer_modulus (H : Matrix n n ℂ) (hH : H.IsHermitian) (E : ℝ)
    (hE : (secular H (E : ℂ)).det ≠ 0) {i j : n} (hij : i ≠ j) :
    (secular H (E : ℂ)).det ^ 2 * ((‖green H (E : ℂ) i j‖ ^ 2 : ℝ) : ℂ)
      = (secular (keep H (fun k => ¬ k = i)) (E : ℂ)).det
          * (secular (keep H (fun k => ¬ k = j)) (E : ℂ)).det
        - (secular H (E : ℂ)).det
          * (secular (keep H (fun k => ¬ (k = i ∨ k = j))) (E : ℂ)).det := by
  have hS : (secular H (E : ℂ)).IsHermitian := by
    unfold Matrix.IsHermitian
    simp [secular, Matrix.conjTranspose_sub, Matrix.conjTranspose_smul, hH.eq]
  have hG : (green H (E : ℂ)).IsHermitian := hS.inv
  -- at real energy the reverse propagator is the complex conjugate
  have hc : green H (E : ℂ) j i = (starRingEnd ℂ) (green H (E : ℂ) i j) :=
    (hG.apply j i).symm
  rw [← transfer_product H (E : ℂ) hE hij, hc, Complex.mul_conj, Complex.normSq_eq_norm_sq]

end

end WickJacobiMinor
```

```lean
#print axioms WickJacobiMinor.wick_determinant
#print axioms WickJacobiMinor.wick_zero_iff
#print axioms WickJacobiMinor.transfer_modulus
```

```
'WickJacobiMinor.wick_determinant' depends on axioms: [propext, Classical.choice, Quot.sound]
'WickJacobiMinor.wick_zero_iff' depends on axioms: [propext, Classical.choice, Quot.sound]
'WickJacobiMinor.transfer_modulus' depends on axioms: [propext, Classical.choice, Quot.sound]
```

## How the code follows the block argument

`keep_secular` shows that deleting levels commutes with forming $z-H$. In `jacobi_minor`, `hcol` computes the columns of $(z-H)M$; `hM` and `hN` evaluate the two block-triangular determinants. The last rewrite combines them through `Matrix.det_mul`.

`det_keep_pair` matches the two selected levels with `Fin 2` and applies the $2\times2$ determinant formula. `green_diagonal` and `wick_determinant` then specialise Jacobi's identity to one and two levels.

In `wick_zero_iff`, the nonzero factor $D$ is cancelled, and `Matrix.exists_mulVec_eq_zero_iff` turns a zero determinant into a nonzero null vector. `transfer_product` substitutes the earlier identities for the three reduced determinants and leaves the algebra to `ring`. Finally, `transfer_modulus` carries Hermiticity from $E-H$ to $G$ (`hS`, `hG`), obtains the conjugate entry in `hc`, and rewrites the product as a squared norm.
